# PREP† SELECT PREP block-encodes a nonnegative combination of unitaries, divided by its total weight

Q: To apply a molecular Hamiltonian in a finite basis on a quantum computer, I write it as a weighted sum of Pauli strings. I load the weights into an ancilla, apply the strings under its control, undo the loading, and keep the runs where the ancilla returns to its initial state. Why does this apply the Hamiltonian, and how often does it succeed?

A: Let $H=\sum_j w_jU_j$ with $U_j$ unitary, $w_j\ge 0$ and $\lambda=\sum_j w_j>0$; signs and phases go into the $U_j$. SELECT, written $S$, applies $U_j$ when the ancilla is in $j$. PREP is $1\otimes P$, with $P$ unitary and $P_{ja}=\sqrt{w_j/\lambda}$ for the initial ancilla state $a$. Put $W=(1\otimes P)^\dagger S(1\otimes P)$. The three factors have elements

$$\delta_{iy}\overline{P_{ja}},\qquad \delta_{jl}(U_j)_{yx},\qquad \delta_{xk}P_{lb}.$$

Summing over the intermediate indices $y,j,x,l$ gives

$$W_{(i,a),(k,b)}=\sum_j\overline{P_{ja}}\,(U_j)_{ik}P_{jb}.$$

For $b=a$ the coefficients are $|P_{ja}|^2=w_j/\lambda$, so the block is $H/\lambda$. Starting from $\psi\otimes|a\rangle$, the output component with ancilla $a$ is therefore $H\psi/\lambda$. Its squared norm, $\|H\psi\|^2/\lambda^2$, is the success probability for normalised $\psi$; for any other nonzero $\psi$, divide by $\|\psi\|^2$.

Q: Does the formal version describe that circuit, or just some convenient matrices?

A: It describes the circuit as exact finite matrices. The type `n` labels system basis states and `ι` labels both the terms and the ancilla states; joint indices put the system first.

In Lean 4 with Mathlib:

```lean
import Mathlib

open Matrix
open scoped Kronecker

namespace LCUBlockEncoding

noncomputable section

variable {ι n : Type*} [Fintype ι] [DecidableEq ι] [Fintype n] [DecidableEq n]

/-- The sum `λ` of the weights of the linear combination. -/
def oneNorm (w : ι → ℝ) : ℝ := ∑ j, w j

/-- The operator `H = ∑ w_j U_j`. -/
def hamiltonian (w : ι → ℝ) (U : ι → Matrix n n ℂ) : Matrix n n ℂ :=
  ∑ j, (w j : ℂ) • U j

/-- SELECT applies `U_j` to the system when the ancilla is in state `j`. -/
def select (U : ι → Matrix n n ℂ) : Matrix (n × ι) (n × ι) ℂ := blockDiagonal U
```

Q: `hamiltonian` isn't required to be Hermitian.

A: Correct, the result holds for any such combination. PREP is specified by a condition on one column; its other columns are free, subject to unitarity.

```lean
/-- `P` is a PREP unitary for the weights `w`: its column at the ancilla state `a`,
multiplied by `√λ`, has the entries `√w_j`. -/
structure IsPrep (a : ι) (w : ι → ℝ) (P : Matrix ι ι ℂ) : Prop where
  unitary : P ∈ unitaryGroup ι ℂ
  column : ∀ j, (Real.sqrt (oneNorm w) : ℂ) * P j a = (Real.sqrt (w j) : ℂ)

/-- The circuit PREP* SELECT PREP, with PREP acting on the ancilla alone. -/
def circuit (P : Matrix ι ι ℂ) (U : ι → Matrix n n ℂ) : Matrix (n × ι) (n × ι) ℂ :=
  ((1 : Matrix n n ℂ) ⊗ₖ P)ᴴ * select U * ((1 : Matrix n n ℂ) ⊗ₖ P)
```

Q: Why is $\sqrt\lambda$ on the left of `column`?

A: It avoids division. If all weights vanished, the condition would say nothing about $P$, so `block_eq` and `lcu_block_encoding` assume $\lambda>0$ separately.

Q: And measurement?

A: `load` builds $\psi\otimes|a\rangle$, and `outcomeWeight` is the Born sum over system states for one ancilla outcome.

```lean
/-- The block of a joint operator in which the ancilla starts and ends in state `a`. -/
def ancillaBlock (a : ι) (W : Matrix (n × ι) (n × ι) ℂ) : Matrix n n ℂ :=
  fun i k => W (i, a) (k, a)

/-- The squared norm of a state vector. -/
def normSq {m : Type*} [Fintype m] (v : m → ℂ) : ℝ := ∑ i, ‖v i‖ ^ 2

/-- The joint state with the system in `ψ` and the ancilla in `a`. -/
def load (a : ι) (ψ : n → ℂ) : n × ι → ℂ := fun p => if p.2 = a then ψ p.1 else 0

/-- The Born weight of finding the ancilla in `b` after `W` has acted on `ψ` with
ancilla `a`; for normalised `ψ` and unitary `W` it is a probability. -/
def outcomeWeight (W : Matrix (n × ι) (n × ι) ℂ) (a : ι) (ψ : n → ℂ) (b : ι) : ℝ :=
  ∑ i, ‖(W *ᵥ load a ψ) (i, b)‖ ^ 2
```

Q: Where is unitarity checked?

A: For SELECT, $S^\dagger S$ has blocks $U_j^\dagger U_j=1$. For PREP, $(1\otimes P)^\dagger(1\otimes P)=1\otimes P^\dagger P=1$. The circuit is then a product of unitaries.

```lean
/-- SELECT is unitary when every `U_j` is. -/
theorem select_unitary {U : ι → Matrix n n ℂ} (hU : ∀ j, U j ∈ unitaryGroup n ℂ) :
    select U ∈ unitaryGroup (n × ι) ℂ := by
  have h : (fun j => (U j)ᴴ * U j) = 1 := funext fun j => mem_unitaryGroup_iff'.mp (hU j)
  rw [mem_unitaryGroup_iff', star_eq_conjTranspose, select, blockDiagonal_conjTranspose,
    ← blockDiagonal_mul, h, blockDiagonal_one]

/-- The circuit PREP* SELECT PREP is unitary when PREP and every `U_j` are. -/
theorem circuit_unitary {P : Matrix ι ι ℂ} {U : ι → Matrix n n ℂ}
    (hP : P ∈ unitaryGroup ι ℂ) (hU : ∀ j, U j ∈ unitaryGroup n ℂ) :
    circuit P U ∈ unitaryGroup (n × ι) ℂ := by
  have hPP : Pᴴ * P = 1 := mem_unitaryGroup_iff'.mp hP
  have hA : ((1 : Matrix n n ℂ) ⊗ₖ P)ᴴ * ((1 : Matrix n n ℂ) ⊗ₖ P) = 1 := by
    rw [conjTranspose_kronecker, ← mul_kronecker_mul, hPP, conjTranspose_one, one_mul,
      one_kronecker_one]
  have h1 : ((1 : Matrix n n ℂ) ⊗ₖ P) ∈ unitaryGroup (n × ι) ℂ :=
    mem_unitaryGroup_iff'.mpr hA
  have h2 : ((1 : Matrix n n ℂ) ⊗ₖ P)ᴴ ∈ unitaryGroup (n × ι) ℂ := by
    rw [mem_unitaryGroup_iff, star_eq_conjTranspose, conjTranspose_conjTranspose]
    exact hA
  exact mul_mem (mul_mem h2 (select_unitary hU)) h1
```

Q: And the index sum you did by hand?

A: That is `circuit_apply`. `Finset.sum_eq_single` keeps the one intermediate state that the Kronecker deltas allow; the final `simp` removes the remaining delta.

```lean
/-- Matrix elements of the circuit between ancilla states `a` and `b`: a sum over the terms `U_j`
with coefficients `star (P j a) * P j b`. -/
theorem circuit_apply (P : Matrix ι ι ℂ) (U : ι → Matrix n n ℂ) (i k : n) (a b : ι) :
    circuit P U (i, a) (k, b) = ∑ j, star (P j a) * U j i k * P j b := by
  -- PREP* SELECT first: only one intermediate state contributes
  have h (x : n × ι) : (((1 : Matrix n n ℂ) ⊗ₖ P)ᴴ * select U) (i, a) x
      = star (P x.2 a) * U x.2 i x.1 := by
    rw [conjTranspose_kronecker, conjTranspose_one, mul_apply,
      Finset.sum_eq_single (i, x.2)]
    · simp [select, blockDiagonal_apply, kroneckerMap_apply]
    · rintro ⟨y, j⟩ _ hne
      by_cases hy : i = y
      · have hj : j ≠ x.2 := fun hj => hne (by rw [hy, hj])
        simp [select, blockDiagonal_apply, hj]
      · simp [kroneckerMap_apply, one_apply, hy]
    · simp
  rw [circuit, mul_apply, Fintype.sum_prod_type_right]
  simp [h, kroneckerMap_apply, one_apply]
```

Next, `block_eq` multiplies the column condition by its complex conjugate. `linear_combination` turns this into $\lambda|P_{ja}|^2=w_j$, and the block follows term by term.

```lean
/-- The block of the circuit at the ancilla state `a` is `H/λ`. -/
theorem block_eq {a : ι} {w : ι → ℝ} {P : Matrix ι ι ℂ} (U : ι → Matrix n n ℂ)
    (hw : ∀ j, 0 ≤ w j) (hpos : 0 < oneNorm w) (hP : IsPrep a w P) :
    ancillaBlock a (circuit P U) = (oneNorm w : ℂ)⁻¹ • hamiltonian w U := by
  ext i k
  rw [ancillaBlock, circuit_apply, Matrix.smul_apply, hamiltonian, Matrix.sum_apply,
    smul_eq_mul, Finset.mul_sum]
  refine Finset.sum_congr rfl fun j _ => ?_
  rw [Matrix.smul_apply, smul_eq_mul]
  have h1 := hP.column j
  have h2 := congrArg (starRingEnd ℂ) h1
  rw [map_mul, Complex.conj_ofReal, Complex.conj_ofReal, starRingEnd_apply] at h2
  have s1 : (Real.sqrt (oneNorm w) : ℂ) * Real.sqrt (oneNorm w) = oneNorm w := by
    rw [← Complex.ofReal_mul, Real.mul_self_sqrt hpos.le]
  have s2 : (Real.sqrt (w j) : ℂ) * Real.sqrt (w j) = w j := by
    rw [← Complex.ofReal_mul, Real.mul_self_sqrt (hw j)]
  -- the squared PREP amplitude is the relative weight
  have h : (oneNorm w : ℂ) * (star (P j a) * P j a) = w j := by
    linear_combination (-(star (P j a) * P j a)) * s1 + s2
      + (Real.sqrt (oneNorm w) : ℂ) * P j a * h2 + (Real.sqrt (w j) : ℂ) * h1
  have hne : (oneNorm w : ℂ) ≠ 0 := Complex.ofReal_ne_zero.mpr hpos.ne'
  rw [← h]
  field_simp
```

Q: Which statement answers my original question?

A: `lcu_block_encoding`: $W$ is unitary, its block at $a$ is $H/\lambda$, and the success weight is as above. In the proof, `h1` projects the output on $a$, and `h2` takes $1/\lambda$ out of the matrix action.

```lean
/-- Block encoding by a linear combination of unitaries: the circuit is unitary, its
block at `a` is `H/λ`, and the ancilla is found in `a` with weight `‖Hψ‖²/λ²`. -/
theorem lcu_block_encoding {a : ι} {w : ι → ℝ} {P : Matrix ι ι ℂ} {U : ι → Matrix n n ℂ}
    (hw : ∀ j, 0 ≤ w j) (hpos : 0 < oneNorm w) (hP : IsPrep a w P)
    (hU : ∀ j, U j ∈ unitaryGroup n ℂ) :
    circuit P U ∈ unitaryGroup (n × ι) ℂ ∧
    ancillaBlock a (circuit P U) = (oneNorm w : ℂ)⁻¹ • hamiltonian w U ∧
    ∀ ψ : n → ℂ, outcomeWeight (circuit P U) a ψ a
      = normSq (hamiltonian w U *ᵥ ψ) / oneNorm w ^ 2 := by
  refine ⟨circuit_unitary hP.unitary hU, block_eq U hw hpos hP, fun ψ => ?_⟩
  rw [outcomeWeight, normSq, Finset.sum_div]
  refine Finset.sum_congr rfl fun i _ => ?_
  -- projecting the output on `a` leaves the block acting on `ψ`
  have h1 : (circuit P U *ᵥ load a ψ) (i, a) = (ancillaBlock a (circuit P U) *ᵥ ψ) i := by
    simp [mulVec, dotProduct, Fintype.sum_prod_type, load, ancillaBlock]
  have h2 : (((oneNorm w : ℂ)⁻¹ • hamiltonian w U) *ᵥ ψ) i
      = (oneNorm w : ℂ)⁻¹ * (hamiltonian w U *ᵥ ψ) i := by
    simp only [mulVec, dotProduct, Matrix.smul_apply, smul_eq_mul, Finset.mul_sum, mul_assoc]
  rw [h1, block_eq U hw hpos hP, h2, norm_mul, norm_inv, Complex.norm_real,
    Real.norm_of_nonneg hpos.le, mul_pow, inv_pow, div_eq_inv_mul]
```

Q: Could that weight exceed one for normalised $\psi$?

A: No. Unitarity preserves the norm of the joint state, so the weights of all outcomes add up to $\|\psi\|^2$. One nonnegative term is at most the whole sum, hence $\|H\psi\|^2\le\lambda^2\|\psi\|^2$.

```lean
/-- For a unitary circuit the weights of all ancilla outcomes add up to `‖ψ‖²`. -/
theorem sum_outcomeWeight {W : Matrix (n × ι) (n × ι) ℂ}
    (hW : W ∈ unitaryGroup (n × ι) ℂ) (a : ι) (ψ : n → ℂ) :
    ∑ b, outcomeWeight W a ψ b = normSq ψ := by
  have hdot (v : n × ι → ℂ) : star v ⬝ᵥ v = (normSq v : ℂ) := by
    rw [normSq, Complex.ofReal_sum]
    refine Finset.sum_congr rfl fun p _ => ?_
    rw [Complex.ofReal_pow]
    exact Complex.conj_mul' (v p)
  have hWW : Wᴴ * W = 1 := mem_unitaryGroup_iff'.mp hW
  -- unitarity preserves the norm of the joint state
  have hnorm : normSq (W *ᵥ load a ψ) = normSq (load a ψ) := by
    apply Complex.ofReal_injective
    rw [← hdot, ← hdot, star_mulVec, ← Matrix.dotProduct_mulVec, mulVec_mulVec, hWW,
      one_mulVec]
  have hload : normSq (load a ψ) = normSq ψ := by
    rw [normSq, normSq, Fintype.sum_prod_type]
    refine Finset.sum_congr rfl fun i _ => ?_
    rw [Finset.sum_eq_single a]
    · simp [load]
    · intro b _ hb
      simp [load, hb]
    · simp
  rw [← hload, ← hnorm, normSq, Fintype.sum_prod_type_right]
  rfl

/-- The norm of `Hψ` is at most `λ` times the norm of `ψ`, stated for the squares. -/
theorem normSq_hamiltonian_le {a : ι} {w : ι → ℝ} {P : Matrix ι ι ℂ}
    {U : ι → Matrix n n ℂ} (hw : ∀ j, 0 ≤ w j) (hpos : 0 < oneNorm w)
    (hP : IsPrep a w P) (hU : ∀ j, U j ∈ unitaryGroup n ℂ) (ψ : n → ℂ) :
    normSq (hamiltonian w U *ᵥ ψ) ≤ normSq ψ * oneNorm w ^ 2 := by
  obtain ⟨hW, -, hs⟩ := lcu_block_encoding hw hpos hP hU
  rw [← div_le_iff₀ (pow_pos hpos 2), ← hs ψ, ← sum_outcomeWeight hW a ψ]
  exact Finset.single_le_sum (f := fun b => outcomeWeight (circuit P U) a ψ b)
    (fun b _ => Finset.sum_nonneg fun i _ => sq_nonneg _) (Finset.mem_univ a)
```

Q: You still assume that somebody hands you a PREP unitary.

A: For a general number of terms, yes: `IsPrep` is a hypothesis, standing for a state-preparation circuit that works exactly. For two terms the file constructs one, with $a=0$:

$$P=\begin{pmatrix}c&-s\\ s&c\end{pmatrix},\qquad c=\sqrt{w_0/\lambda},\quad s=\sqrt{w_1/\lambda}.$$

Since $c^2+s^2=(w_0+w_1)/\lambda=1$, it is unitary, and its first column is the required one. `hrot` proves the unitarity and `hcan` the column condition.

```lean
/-- The real rotation with first column `√w_j/√λ`, for two nonnegative weights with `λ > 0`. -/
def rotationPrep (w : Fin 2 → ℝ) : Matrix (Fin 2) (Fin 2) ℂ :=
  let c : ℝ := Real.sqrt (w 0) / Real.sqrt (oneNorm w)
  let s : ℝ := Real.sqrt (w 1) / Real.sqrt (oneNorm w)
  !![(c : ℂ), -(s : ℂ); (s : ℂ), (c : ℂ)]

/-- For two nonnegative weights with positive sum, the rotation is a PREP unitary. -/
theorem rotationPrep_witness (w : Fin 2 → ℝ) (hw : ∀ j, 0 ≤ w j) (hpos : 0 < oneNorm w) :
    IsPrep 0 w (rotationPrep w) := by
  have hrot (c s : ℝ) (h : c * c + s * s = 1) :
      !![(c : ℂ), -(s : ℂ); (s : ℂ), (c : ℂ)] ∈ unitaryGroup (Fin 2) ℂ := by
    have key : (c : ℂ) * c + s * s = 1 := by exact_mod_cast h
    have hstar : star !![(c : ℂ), -(s : ℂ); (s : ℂ), (c : ℂ)]
        = !![(c : ℂ), (s : ℂ); -(s : ℂ), (c : ℂ)] := by
      ext i j
      fin_cases i <;> fin_cases j <;> simp [star_apply]
    rw [mem_unitaryGroup_iff', hstar, mul_fin_two, one_fin_two, key,
      show (c : ℂ) * -(s : ℂ) + s * c = 0 by ring,
      show -(s : ℂ) * c + c * s = 0 by ring,
      show -(s : ℂ) * -(s : ℂ) + c * c = 1 by linear_combination key]
  have hsum : oneNorm w = w 0 + w 1 := Fin.sum_univ_two w
  have hsq : Real.sqrt (oneNorm w) ≠ 0 := (Real.sqrt_pos.mpr hpos).ne'
  have hcan (x : ℝ) : (Real.sqrt (oneNorm w) : ℂ) *
      ((x / Real.sqrt (oneNorm w) : ℝ) : ℂ) = (x : ℂ) := by
    rw [← Complex.ofReal_mul, mul_div_cancel₀ x hsq]
  refine ⟨hrot _ _ ?_, Fin.forall_fin_two.mpr ⟨hcan _, hcan _⟩⟩
  rw [div_mul_div_comm, div_mul_div_comm, Real.mul_self_sqrt (hw 0),
    Real.mul_self_sqrt (hw 1), Real.mul_self_sqrt hpos.le, ← add_div, ← hsum,
    div_self hpos.ne']

end

end LCUBlockEncoding
```

```lean
#print axioms LCUBlockEncoding.lcu_block_encoding
#print axioms LCUBlockEncoding.normSq_hamiltonian_le
```

```
'LCUBlockEncoding.lcu_block_encoding' depends on axioms: [propext, Classical.choice, Quot.sound]
'LCUBlockEncoding.normSq_hamiltonian_le' depends on axioms: [propext, Classical.choice, Quot.sound]
```

Q: So what should I not read into it?

A: Anything about cost or hardware. Gate counts, noise and approximate state preparation do not enter the model, nor does amplification of the success probability.
